# Gate window for one electron on each dot of a double dot without tunnelling

A simulation of a two-spin qubit that fixes the electron number at two cannot tell whether the device would hold two electrons at all. A gate potential V common to both dots shifts every two-electron state by −2V, so all energy differences stay the same. The code then returns an exchange coupling even where the real double dot would lose an electron to its leads or take up a third. Comparing the state (1,1) with a finite table of other charge states does not by itself rule out that a larger occupation, absent from the table, lies lower still.

In the electrostatic charging model with repulsive constants 0 ≤ M ≤ U, two inequalities on V settle the question for all occupations.

## The window and its margin

Let a and b be the numbers of electrons on the two dots. Let U be the repulsion between two electrons on the same dot, M the repulsion between two electrons on different dots, and V₁, V₂ the gate potentials in energy units, with the sign chosen so that a larger Vᵢ attracts electrons. The energy is

E(a,b) = U(a(a−1) + b(b−1))/2 + Mab − V₁a − V₂b.

For V₁ = V₂ = V and 0 ≤ M ≤ U, the state (1,1) has the lowest energy among all natural a and b if and only if

M ≤ V ≤ U + M.

For separate gate potentials, M ≥ 0 and a margin g ≥ 0, every other charge state lies at least g above (1,1) if and only if

M + g ≤ V₁ and M + g ≤ V₂,

V₁ + g ≤ U + M and V₂ + g ≤ U + M,

|V₁ − V₂| + g ≤ U − M.

At g = 0 these inequalities describe the (1,1) cell of the charge stability diagram, which is a hexagon when 0 < M < U.

## Checks before a spin model is built

A code that replaces a double dot in equilibrium with its leads by the coupled spins of two electrons, one on each dot, relies on (1,1) being the charge ground state. In this model without tunnelling, and for M ≥ 0, the check takes five numbers:

V₁ − M, V₂ − M, U + M − V₁, U + M − V₂, U − M − |V₁ − V₂|.

If none is negative, (1,1) is a ground state, and the smallest of them is its distance to the next charge state. The thermal energy has to be small against that distance before the other charge states are left out. Tunnelling between the dots keeps the electron number and mixes (1,1) directly only with (2,0) and (0,2), so the tunnel coupling is compared with the last of the five numbers. If one of them is negative, some other charge state lies lower.

## Six neighbours decide for all occupations

The reference energy is E(1,1) = M − V₁ − V₂. Subtracting it from the energies of six nearby states gives

E(0,1) − E(1,1) = V₁ − M

E(1,0) − E(1,1) = V₂ − M

E(2,1) − E(1,1) = U + M − V₁

E(1,2) − E(1,1) = U + M − V₂

E(0,2) − E(1,1) = U − M + V₁ − V₂

E(2,0) − E(1,1) = U − M − V₁ + V₂.

If every other state lies at least g above (1,1), all six differences are at least g. The last two together give the condition on |V₁ − V₂|, so the stated inequalities are necessary.

For the converse, assume the inequalities. Since |V₁ − V₂| and g are non-negative, the last one gives M ≤ U, and with M ≥ 0 also U ≥ 0.

Suppose first that both dots are occupied, and write the state as (x+1, y+1) with x + y ≥ 1. Then

E(x+1,y+1) − E(1,1) = [Ux(x+1)/2 − (V₁−M)x] + [Uy(y+1)/2 − (V₂−M)y] + Mxy.

Because V₁ − M ≤ U − g, the first bracket satisfies

Ux(x+1)/2 − (V₁−M)x ≥ Ux(x−1)/2 + gx ≥ gx.

The second bracket is at least gy in the same way, and Mxy ≥ 0. The excess is therefore at least g(x+y) ≥ g.

Now suppose that the first dot is empty. There are three cases for b.

- For b = 0 the excess is V₁ + V₂ − M ≥ M + 2g ≥ g.
- For b = 1 it is V₁ − M ≥ g.
- For b = k + 2 it is

(U − M + V₁ − V₂) + (2U − V₂)k + Uk(k−1)/2.

In the last case the first term is at least g. The second is non-negative because 2U − V₂ ≥ U − M + g ≥ 0, and the third because k is a natural number. Exchanging the dots together with their gates treats the states with an empty second dot.

On the line V₁ = V₂ = V the conditions reduce to M + g ≤ V ≤ U + M − g and g ≤ U − M. Setting g = 0 gives the window. Some V satisfies them exactly when g ≤ U/2 and g ≤ U − M, and the centre V = M + U/2 then works.

Two limits show what M does. At M = 0 the dots are independent: each gate potential must lie between 0 and U, the condition on |V₁ − V₂| follows from this, and the hexagon becomes a square. At M = U the hexagon shrinks to the segment V₁ = V₂ between U and 2U, on which (2,0) and (0,2) have the same energy as (1,1).

## The Lean file

```lean
import Mathlib

namespace DoubleDotGateWindow

/-- Electrostatic energy of a double dot with occupations `a`, `b`, on-site repulsion `U`,
mutual repulsion `M` and gate potentials `V₁`, `V₂` (in energy units). -/
noncomputable def energy (U M V₁ V₂ : ℝ) (a b : ℕ) : ℝ :=
  U * ((a : ℝ) * ((a : ℝ) - 1) + (b : ℝ) * ((b : ℝ) - 1)) / 2
    + M * (a : ℝ) * (b : ℝ) - V₁ * (a : ℝ) - V₂ * (b : ℝ)

/-- Every charge state other than (1,1) lies at least `g` above (1,1). -/
def HasGap (U M V₁ V₂ g : ℝ) : Prop :=
  ∀ a b : ℕ, (a, b) ≠ (1, 1) → energy U M V₁ V₂ 1 1 + g ≤ energy U M V₁ V₂ a b

/-- Exchanging the two dots together with their gates leaves the energy unchanged. -/
theorem energy_swap (U M V₁ V₂ : ℝ) (a b : ℕ) :
    energy U M V₁ V₂ a b = energy U M V₂ V₁ b a := by
  unfold energy
  ring

/-- The number of ordered electron pairs on a dot, `n(n-1)`, is non-negative. -/
theorem pairs_nonneg (n : ℕ) : 0 ≤ (n : ℝ) * ((n : ℝ) - 1) := by
  cases n with
  | zero => simp
  | succ k =>
    have h : ((k + 1 : ℕ) : ℝ) * (((k + 1 : ℕ) : ℝ) - 1) = ((k : ℝ) + 1) * k := by
      push_cast
      ring
    rw [h]
    positivity

/-- For non-negative `U`, `M`, `g` and gate potentials at most `U + M - g`, adding `x` and `y`
electrons to (1,1), at least one in all, costs at least `g`. -/
theorem gap_occupied {U M V₁ V₂ g : ℝ} (hU : 0 ≤ U) (hM : 0 ≤ M) (hg : 0 ≤ g)
    (h1 : V₁ + g ≤ U + M) (h2 : V₂ + g ≤ U + M) (x y : ℕ) (hxy : 1 ≤ x + y) :
    energy U M V₁ V₂ 1 1 + g ≤ energy U M V₁ V₂ (x + 1) (y + 1) := by
  -- each added electron costs at least g on its own dot
  have key : ∀ v : ℝ, v + g ≤ U + M → ∀ n : ℕ,
      g * (n : ℝ) ≤ U * ((n : ℝ) * ((n : ℝ) + 1)) / 2 - (v - M) * (n : ℝ) := by
    intro v hv n
    have hn : (0 : ℝ) ≤ (n : ℝ) := Nat.cast_nonneg n
    nlinarith [mul_nonneg hU (pairs_nonneg n), mul_nonneg hn (sub_nonneg.2 hv)]
  have hs : (1 : ℝ) ≤ (x : ℝ) + (y : ℝ) := by exact_mod_cast hxy
  have hm : 0 ≤ M * ((x : ℝ) * (y : ℝ)) := by positivity
  have hgs := mul_le_mul_of_nonneg_left hs hg
  have kx := key V₁ h1 x
  have ky := key V₂ h2 y
  unfold energy
  push_cast
  nlinarith

/-- If `0 ≤ M ≤ U`, `g ≥ 0` and the gate potentials obey the four stated bounds, every state with
an empty first dot lies at least `g` above (1,1). -/
theorem gap_left_empty {U M V₁ V₂ g : ℝ} (hM : 0 ≤ M) (hMU : M ≤ U) (hg : 0 ≤ g)
    (h1 : M + g ≤ V₁) (h2 : M + g ≤ V₂) (h3 : V₂ + g ≤ U + M)
    (h4 : V₂ - V₁ + g ≤ U - M) (b : ℕ) :
    energy U M V₁ V₂ 1 1 + g ≤ energy U M V₁ V₂ 0 b := by
  rcases b with _ | _ | k
  · simp only [energy, Nat.cast_zero, Nat.cast_one]
    linarith
  · simp only [energy, Nat.cast_zero, Nat.cast_one, zero_add]
    linarith
  · -- compare with (0,2), then add k more electrons
    have hk : (0 : ℝ) ≤ (k : ℝ) := Nat.cast_nonneg k
    have hV : 0 ≤ 2 * U - V₂ := by linarith
    have e1 := mul_nonneg hk hV
    have e2 := mul_nonneg (hM.trans hMU) (pairs_nonneg k)
    unfold energy
    push_cast
    nlinarith

/-- For `M ≥ 0` and `g ≥ 0`, all other charge states lie at least `g` above (1,1) exactly when both
gate potentials lie between `M + g` and `U + M - g` and differ by at most `U - M - g`. -/
theorem hasGap_iff {U M V₁ V₂ g : ℝ} (hM : 0 ≤ M) (hg : 0 ≤ g) :
    HasGap U M V₁ V₂ g ↔
      M + g ≤ V₁ ∧ M + g ≤ V₂ ∧ V₁ + g ≤ U + M ∧ V₂ + g ≤ U + M ∧
        |V₁ - V₂| + g ≤ U - M := by
  constructor
  · intro h
    -- the six neighbouring charge states give the six edges
    have a1 := h 0 1 (by decide)
    have a2 := h 1 0 (by decide)
    have a3 := h 2 1 (by decide)
    have a4 := h 1 2 (by decide)
    have a5 := h 0 2 (by decide)
    have a6 := h 2 0 (by decide)
    simp only [energy, Nat.cast_zero, Nat.cast_one, Nat.cast_ofNat] at a1 a2 a3 a4 a5 a6
    have habs : |V₁ - V₂| ≤ U - M - g := abs_le.2 ⟨by linarith, by linarith⟩
    exact ⟨by linarith, by linarith, by linarith, by linarith, by linarith⟩
  · rintro ⟨h1, h2, h3, h4, h5⟩ a b hab
    have p0 := abs_nonneg (V₁ - V₂)
    have p1 := le_abs_self (V₁ - V₂)
    have p2 := neg_abs_le (V₁ - V₂)
    have hMU : M ≤ U := by linarith
    rcases a with _ | x
    · exact gap_left_empty hM hMU hg h1 h2 h4 (by linarith) b
    · rcases b with _ | y
      · -- mirror image of the previous case
        have h := gap_left_empty hM hMU hg h2 h1 h3 (by linarith) (x + 1)
        rw [energy_swap U M V₂ V₁ 1 1, energy_swap U M V₂ V₁ 0 (x + 1)] at h
        exact h
      · refine gap_occupied (hM.trans hMU) hM hg h3 h4 x y ?_
        by_contra hc
        have hx : x = 0 := by omega
        have hy : y = 0 := by omega
        subst hx
        subst hy
        exact hab rfl

/-- Stability hexagon: for `M ≥ 0`, (1,1) is a ground state exactly when both gate potentials lie
in `[M, U + M]` and differ by at most `U - M`. -/
theorem stability_hexagon {U M V₁ V₂ : ℝ} (hM : 0 ≤ M) :
    (∀ a b : ℕ, energy U M V₁ V₂ 1 1 ≤ energy U M V₁ V₂ a b) ↔
      M ≤ V₁ ∧ M ≤ V₂ ∧ V₁ ≤ U + M ∧ V₂ ≤ U + M ∧ |V₁ - V₂| ≤ U - M := by
  have key : HasGap U M V₁ V₂ 0 ↔
      ∀ a b : ℕ, energy U M V₁ V₂ 1 1 ≤ energy U M V₁ V₂ a b := by
    constructor
    · intro h a b
      by_cases hab : (a, b) = (1, 1)
      · obtain ⟨ha, hb⟩ := Prod.mk.inj hab
        rw [ha, hb]
      · have := h a b hab
        linarith
    · intro h a b _
      have := h a b
      linarith
  rw [← key, hasGap_iff hM le_rfl]
  simp only [add_zero]

/-- Gate window: for `0 ≤ M ≤ U` and a common gate potential `V`, (1,1) is a ground state exactly
when `M ≤ V ≤ U + M`. -/
theorem gate_window {U M V : ℝ} (hM : 0 ≤ M) (hMU : M ≤ U) :
    (∀ a b : ℕ, energy U M V V 1 1 ≤ energy U M V V a b) ↔ M ≤ V ∧ V ≤ U + M := by
  rw [stability_hexagon hM, sub_self, abs_zero]
  constructor
  · rintro ⟨h1, _, h3, _, _⟩
    exact ⟨h1, h3⟩
  · rintro ⟨h1, h3⟩
    exact ⟨h1, h1, h3, h3, by linarith⟩

/-- For `0 ≤ M < U` and a common gate potential `V`, (1,1) is the only ground state exactly when
`M < V < U + M`. -/
theorem unique_ground_iff {U M V : ℝ} (hM : 0 ≤ M) (hMU : M < U) :
    (∀ a b : ℕ, (a, b) ≠ (1, 1) → energy U M V V 1 1 < energy U M V V a b) ↔
      M < V ∧ V < U + M := by
  constructor
  · intro h
    have a1 := h 0 1 (by decide)
    have a2 := h 2 1 (by decide)
    simp only [energy, Nat.cast_zero, Nat.cast_one, Nat.cast_ofNat] at a1 a2
    exact ⟨by linarith, by linarith⟩
  · rintro ⟨h1, h2⟩ a b hab
    -- the smallest slack in the inequalities of the hexagon is a positive gap
    obtain ⟨g, hg, g1, g2, g3⟩ :
        ∃ g : ℝ, 0 < g ∧ g ≤ V - M ∧ g ≤ U + M - V ∧ g ≤ U - M :=
      ⟨min (V - M) (min (U + M - V) (U - M)),
        lt_min (by linarith) (lt_min (by linarith) (by linarith)),
        min_le_left _ _, (min_le_right _ _).trans (min_le_left _ _),
        (min_le_right _ _).trans (min_le_right _ _)⟩
    have hgap : HasGap U M V V g := by
      rw [hasGap_iff hM hg.le, sub_self, abs_zero]
      exact ⟨by linarith, by linarith, by linarith, by linarith, by linarith⟩
    have := hgap a b hab
    linarith

/-- For `M ≥ 0` and `g ≥ 0`, some common gate potential puts all other charge states at least `g`
above (1,1) exactly when `g` exceeds neither `U / 2` nor `U - M`. -/
theorem reachable_gap_iff {U M g : ℝ} (hM : 0 ≤ M) (hg : 0 ≤ g) :
    (∃ V : ℝ, HasGap U M V V g) ↔ g ≤ U / 2 ∧ g ≤ U - M := by
  constructor
  · rintro ⟨V, h⟩
    rw [hasGap_iff hM hg, sub_self, abs_zero] at h
    obtain ⟨h1, _, h3, _, h5⟩ := h
    exact ⟨by linarith, by linarith⟩
  · rintro ⟨h1, h2⟩
    -- the centre of the gate window works
    refine ⟨M + U / 2, ?_⟩
    rw [hasGap_iff hM hg, sub_self, abs_zero]
    exact ⟨by linarith, by linarith, by linarith, by linarith, by linarith⟩

/-- If the mutual repulsion exceeds the on-site repulsion, (2,0) lies below (1,1) at every common
gate potential. -/
theorem no_window_of_lt {U M : ℝ} (h : U < M) (V : ℝ) :
    energy U M V V 2 0 < energy U M V V 1 1 := by
  simp only [energy, Nat.cast_zero, Nat.cast_one, Nat.cast_ofNat]
  linarith

end DoubleDotGateWindow
```

```lean
#print axioms DoubleDotGateWindow.gate_window
#print axioms DoubleDotGateWindow.unique_ground_iff
#print axioms DoubleDotGateWindow.reachable_gap_iff
#print axioms DoubleDotGateWindow.no_window_of_lt
```

```
'DoubleDotGateWindow.gate_window' depends on axioms: [propext, Classical.choice, Quot.sound]
'DoubleDotGateWindow.unique_ground_iff' depends on axioms: [propext, Classical.choice, Quot.sound]
'DoubleDotGateWindow.reachable_gap_iff' depends on axioms: [propext, Classical.choice, Quot.sound]
'DoubleDotGateWindow.no_window_of_lt' depends on axioms: [propext, Classical.choice, Quot.sound]
```

## What the theorems say about the device

The occupations `a b : ℕ` range over all natural numbers, with no upper cutoff and no fixed total. Physically, the dots exchange electrons with leads whose chemical potential is the zero of energy. The constants and gate potentials are real numbers, and `energy` is the formula for E(a,b). It converts each occupation to a real number before subtracting 1, so an empty dot contributes 0·(−1) = 0.

`HasGap U M V₁ V₂ g` says that every pair other than (1,1) has energy at least `g` above it. `hasGap_iff` is the equivalence with a margin, and `stability_hexagon` is its form at zero margin. Neither assumes M ≤ U, which follows from the bound on |V₁ − V₂|. `gate_window` is the statement for a common gate potential, and there M ≤ U is a hypothesis.

"Ground state" in `gate_window` allows ties, so the edges of the window belong to it. `unique_ground_iff` excludes ties: for 0 ≤ M < U, (1,1) is the only ground state exactly when M < V < U + M. `reachable_gap_iff` states which margins some common gate potential can provide.

The hypothesis M ≥ 0 says that electrons on different dots repel. If M < 0 ≤ U, the value V = M satisfies the window inequalities, yet (0,0) lies below (1,1) by |M|. The hypothesis M ≤ U says that sharing a dot costs at least as much as sitting on neighbouring dots. If U < M, `no_window_of_lt` shows that (2,0) lies below (1,1) at every common gate potential.

The model has no tunnelling, spin, magnetic field, orbital level spacing or temperature. U is the same for both dots, U and M do not change with occupation, and each gate acts on one dot. In a device with gate cross-coupling, V₁ and V₂ stand for the effective potentials after that coupling has been included. The theorems concern real numbers, so a floating-point comparison close to an edge can still give the wrong answer; a small positive g keeps the test away from it.

## From the lemmas to the hexagon

`gap_occupied` is the case of two occupied dots. Its inner statement `key` bounds one bracket by g times the number of added electrons, and is applied once to each dot. `gap_left_empty` splits `b` into 0, 1 and `k + 2`, as in the derivation.

In `hasGap_iff`, the forward direction evaluates the hypothesis at the six neighbours, and `linarith` reads off the inequalities. The backward direction splits on whether each dot is empty. `energy_swap` turns the result for an empty first dot into the one for an empty second dot, and `omega` confirms that a state other than (1,1) with both dots occupied has at least one added electron.

`stability_hexagon` sets g = 0, and `gate_window` then sets V₁ = V₂. For the open window, `unique_ground_iff` takes g to be the smallest of V − M, U + M − V and U − M. This number is positive, so a margin of g makes every comparison strict.

## Products handed to `nlinarith`

The quadratic inequalities are closed by `nlinarith`, which looks for a combination of known inequalities and their products that yields the goal. One necessary ingredient cannot come from real algebra alone: n(n−1) ≥ 0 holds for natural n but fails for real n between 0 and 1. The lemma `pairs_nonneg` proves it by separating n = 0 from n = k + 1, where the product is (k+1)k.

In `key`, the tactic receives two non-negative products,

U·n(n−1) and n(U + M − v − g),

where v is the gate potential of the dot in question. The difference between the two sides of the goal is half the first product plus the second, which is the bound on one bracket in the derivation. In the last case of `gap_left_empty`, the supplied products are k(2U − V₂) and U·k(k−1), again the terms found by hand. The search is left with little more than finding the coefficients.
